# For one phonon mode, static displacements of quantum amplitude more than double the classical static error in the scattering factor

Suppose the resistivity of a metal is computed from a lattice frozen in a thermally displaced configuration. Replacing the classical displacement amplitude by the quantum one takes quantum statistics and zero-point motion into account, and it looks like a correction. In the model below, where the resistivity is taken to be proportional to the scattering factor, it moves the result further from the inelastic value, and the error becomes more than twice as large at every temperature.

The model is one harmonic mode of frequency $w$ at temperature $T$, with $\hbar=k_B=1$ and $x=w/T>0$. Electrons scatter from it at lowest order, by one-phonon processes. The inelastic factor $I$ is the reference from which both errors are measured, and the static factors $C$ (classical) and $Q$ (quantum) treat the scattering as elastic.

In Lean 4 with Mathlib:

```lean
import Mathlib

open Filter Topology

namespace StaticPhononScattering

noncomputable section

/-- Bose occupation of a phonon mode at reduced frequency `x = w/T`, for `x ≠ 0`. -/
def bose (x : ℝ) : ℝ := 1 / (Real.exp x - 1)
```

This defines the Bose occupation $n=1/(e^x-1)$ as a function from real numbers to real numbers (`ℝ`). The theorems below use it only for $x>0$.

```lean
/-- Inelastic scattering factor `x n (n + 1)` of one phonon mode, for `x ≠ 0`. -/
def inelastic (x : ℝ) : ℝ := x * bose x * (bose x + 1)
```

This is $I=x\,n(n+1)$. Absorbing a phonon carries a factor $n$. With a constant electronic density of states, integrating the Fermi factors $f(\varepsilon)\,[1-f(\varepsilon+w)]$ over energy gives $w(n+1)$. Division by $T$ gives $I$, and emission contributes equally by detailed balance. The code takes this expression as a definition and does not derive it from a transport equation.

```lean
/-- Scattering factor `1/x` of classical static displacements, for `x ≠ 0`. -/
def classicalStatic (x : ℝ) : ℝ := 1 / x
```

This is $C=1/x=T/w$, the equipartition result for the mean-square displacement. A remaining factor $1/w$ is common to all three expressions and belongs to the coupling.

```lean
/-- Scattering factor `n + 1/2` of static displacements with the quantum amplitude,
for `x ≠ 0`. -/
def quantumStatic (x : ℝ) : ℝ := bose x + 1 / 2
```

This is $Q=n+\tfrac12$, the mean-square displacement of a quantum oscillator in the same units. The $\tfrac12$ is the zero-point motion.

```lean
/-- Error of the quantum static factor divided by the error of the classical static factor,
both measured from the inelastic factor, for `x > 0`. -/
def errorRatio (x : ℝ) : ℝ :=
  (quantumStatic x - inelastic x) / (classicalStatic x - inelastic x)
```

The error ratio is $R=(Q-I)/(C-I)$. That its denominator is positive for $x>0$ is proved below.

## Inequalities from repeated differentiation

```lean
/-- A differentiable function that vanishes at zero and has positive derivative at all
positive arguments is positive there. -/
theorem pos_of_hasDerivAt {f f' : ℝ → ℝ} (h0 : f 0 = 0)
    (hd : ∀ x, HasDerivAt f (f' x) x) (hp : ∀ x, 0 < x → 0 < f' x) :
    ∀ x, 0 < x → 0 < f x := by
  intro x hx
  have hm : StrictMonoOn f (Set.Ici 0) := by
    apply strictMonoOn_of_deriv_pos (convex_Ici 0)
    · exact fun y _ => (hd y).continuousAt.continuousWithinAt
    · intro y hy
      rw [interior_Ici] at hy
      rw [(hd y).deriv]
      exact hp y hy
  have h := hm (Set.mem_Ici.2 le_rfl) (Set.mem_Ici.2 hx.le) hx
  rwa [h0] at h
```

In words: if $f(0)=0$, $f$ has derivative $f'(x)$ at every $x$, and $f'(x)>0$ for $x>0$, then $f(x)>0$ for $x>0$. The expression `HasDerivAt f (f' x) x` states the derivative at one point.

By hand, $f$ is continuous on $[0,\infty)$ and has positive derivative in the interior, so it is strictly increasing and $f(x)>f(0)=0$. In the proof, `hm` is this monotonicity on `Set.Ici 0`, the half-line $[0,\infty)$, and the last line inserts $f(0)=0$.

```lean
/-- For `x > 0`, `x sinh x` exceeds `2 (cosh x - 1)`, and `x sinh x + x²` exceeds
`4 (cosh x - 1)`. -/
theorem sinh_cosh_bounds {x : ℝ} (hx : 0 < x) :
    0 < x * Real.sinh x - 2 * Real.cosh x + 2 ∧
      0 < x * Real.sinh x + x ^ 2 - 4 * Real.cosh x + 4 := by
  have s := Real.hasDerivAt_sinh
  have c := Real.hasDerivAt_cosh
  have p2 : ∀ x : ℝ, HasDerivAt (fun t : ℝ => t ^ 2) (2 * x) x :=
    fun x => (hasDerivAt_pow 2 x).congr_deriv (by norm_num)
  -- each function below is the derivative of the next one
  have a1 := pos_of_hasDerivAt (f := fun x => x * Real.cosh x - Real.sinh x)
    (f' := fun x => x * Real.sinh x) (by norm_num)
    (fun x => (((hasDerivAt_id' x).fun_mul (c x)).fun_sub (s x)).congr_deriv (by ring))
    (fun x hx => mul_pos hx (Real.sinh_pos_iff.2 hx))
  have a2 := pos_of_hasDerivAt (f := fun x => x * Real.sinh x - 2 * Real.cosh x + 2)
    (f' := fun x => x * Real.cosh x - Real.sinh x) (by norm_num)
    (fun x => ((((hasDerivAt_id' x).fun_mul (s x)).fun_sub
      ((c x).const_mul 2)).add_const 2).congr_deriv (by ring)) a1
  have a3 := pos_of_hasDerivAt (f := fun x => x * Real.cosh x + 2 * x - 3 * Real.sinh x)
    (f' := fun x => x * Real.sinh x - 2 * Real.cosh x + 2) (by norm_num)
    (fun x => ((((hasDerivAt_id' x).fun_mul (c x)).fun_add
      ((hasDerivAt_id' x).const_mul 2)).fun_sub ((s x).const_mul 3)).congr_deriv (by ring)) a2
  have a4 := pos_of_hasDerivAt
    (f := fun x => x * Real.sinh x + x ^ 2 - 4 * Real.cosh x + 4)
    (f' := fun x => x * Real.cosh x + 2 * x - 3 * Real.sinh x) (by norm_num)
    (fun x => (((((hasDerivAt_id' x).fun_mul (s x)).fun_add (p2 x)).fun_sub
      ((c x).const_mul 4)).add_const 4).congr_deriv (by ring)) a3
  exact ⟨a2 x hx, a4 x hx⟩
```

The statement is a pair of inequalities joined by `∧`, "and":

$$x\sinh x>2(\cosh x-1),\qquad x\sinh x+x^2>4(\cosh x-1).$$

Consider four functions, all zero at $x=0$:

$$\begin{aligned}
a_1&=x\cosh x-\sinh x, & a_1'&=x\sinh x>0,\\
a_2&=x\sinh x-2\cosh x+2, & a_2'&=a_1,\\
a_3&=x\cosh x+2x-3\sinh x, & a_3'&=a_2,\\
a_4&=x\sinh x+x^2-4\cosh x+4, & a_4'&=a_3.
\end{aligned}$$

The previous lemma makes each positive in turn, and $a_2$ and $a_4$ are the two claims. The names `a1` to `a4` in the code are the positivity statements for these functions. Each call supplies the function, its derivative and the value at zero, and `ring` confirms the algebra of the derivative.

```lean
/-- For `x > 0`, `cosh x` exceeds its fourth-order Taylor polynomial, and `sinh x - x` is
less than `x³ cosh x / 6`. -/
theorem taylor_bounds {x : ℝ} (hx : 0 < x) :
    0 < Real.cosh x - 1 - x ^ 2 / 2 - x ^ 4 / 24 ∧
      0 < x ^ 3 * Real.cosh x / 6 - Real.sinh x + x := by
  have s := Real.hasDerivAt_sinh
  have c := Real.hasDerivAt_cosh
  have p2 : ∀ x : ℝ, HasDerivAt (fun t : ℝ => t ^ 2) (2 * x) x :=
    fun x => (hasDerivAt_pow 2 x).congr_deriv (by norm_num)
  have p3 : ∀ x : ℝ, HasDerivAt (fun t : ℝ => t ^ 3) (3 * x ^ 2) x :=
    fun x => (hasDerivAt_pow 3 x).congr_deriv (by norm_num)
  have p4 : ∀ x : ℝ, HasDerivAt (fun t : ℝ => t ^ 4) (4 * x ^ 3) x :=
    fun x => (hasDerivAt_pow 4 x).congr_deriv (by norm_num)
  -- the Taylor polynomials of sinh and cosh, one order at a time
  have b1 := pos_of_hasDerivAt (f := fun x => Real.sinh x - x)
    (f' := fun x => Real.cosh x - 1) (by norm_num)
    (fun x => (s x).fun_sub (hasDerivAt_id' x))
    (fun x hx => sub_pos.2 (Real.one_lt_cosh.2 hx.ne'))
  have b2 := pos_of_hasDerivAt (f := fun x => Real.cosh x - 1 - x ^ 2 / 2)
    (f' := fun x => Real.sinh x - x) (by norm_num)
    (fun x => (((c x).sub_const 1).fun_sub ((p2 x).div_const 2)).congr_deriv (by ring)) b1
  have b3 := pos_of_hasDerivAt (f := fun x => Real.sinh x - x - x ^ 3 / 6)
    (f' := fun x => Real.cosh x - 1 - x ^ 2 / 2) (by norm_num)
    (fun x => (((s x).fun_sub (hasDerivAt_id' x)).fun_sub
      ((p3 x).div_const 6)).congr_deriv (by ring)) b2
  have b4 := pos_of_hasDerivAt (f := fun x => Real.cosh x - 1 - x ^ 2 / 2 - x ^ 4 / 24)
    (f' := fun x => Real.sinh x - x - x ^ 3 / 6) (by norm_num)
    (fun x => ((((c x).sub_const 1).fun_sub ((p2 x).div_const 2)).fun_sub
      ((p4 x).div_const 24)).congr_deriv (by ring)) b3
  -- the upper bound on sinh x - x
  have d1 := pos_of_hasDerivAt (f := fun x => x * Real.cosh x - Real.sinh x)
    (f' := fun x => x * Real.sinh x) (by norm_num)
    (fun x => (((hasDerivAt_id' x).fun_mul (c x)).fun_sub (s x)).congr_deriv (by ring))
    (fun x hx => mul_pos hx (Real.sinh_pos_iff.2 hx))
  have d2 := pos_of_hasDerivAt (f := fun x => x ^ 2 * Real.cosh x / 2 - Real.cosh x + 1)
    (f' := fun x => (x * Real.cosh x - Real.sinh x) + x ^ 2 * Real.sinh x / 2) (by norm_num)
    (fun x => (((((p2 x).fun_mul (c x)).div_const 2).fun_sub (c x)).add_const 1).congr_deriv
      (by ring))
    (fun x hx => by
      have h := Real.sinh_pos_iff.2 hx
      exact add_pos (d1 x hx) (by positivity))
  have d3 := pos_of_hasDerivAt (f := fun x => x ^ 3 * Real.cosh x / 6 - Real.sinh x + x)
    (f' := fun x => (x ^ 2 * Real.cosh x / 2 - Real.cosh x + 1) + x ^ 3 * Real.sinh x / 6)
    (by norm_num)
    (fun x => (((((p3 x).fun_mul (c x)).div_const 6).fun_sub (s x)).fun_add
      (hasDerivAt_id' x)).congr_deriv (by ring))
    (fun x hx => by
      have h := Real.sinh_pos_iff.2 hx
      exact add_pos (d2 x hx) (by positivity))
  exact ⟨b4 x hx, d3 x hx⟩
```

For $x>0$ this gives

$$\cosh x-1-\frac{x^2}{2}>\frac{x^4}{24},\qquad \sinh x-x<\frac{x^3\cosh x}{6}.$$

For the first, start from $(\sinh x-x)'=\cosh x-1>0$. Then $\sinh x-x$ is the derivative of $\cosh x-1-x^2/2$, which is the derivative of $\sinh x-x-x^3/6$, which is the derivative of $\cosh x-1-x^2/2-x^4/24$. All four functions vanish at zero, so each is positive in turn for $x>0$. These are `b1` to `b4`.

For the second, let $d_1=x\cosh x-\sinh x$, which is positive as before, and

$$\begin{aligned}
d_2&=\tfrac12x^2\cosh x-\cosh x+1, & d_2'&=d_1+\tfrac12x^2\sinh x>0,\\
d_3&=\tfrac16x^3\cosh x-\sinh x+x, & d_3'&=d_2+\tfrac16x^3\sinh x>0.
\end{aligned}$$

Both vanish at zero, so $d_3>0$, which is the claim.

## Ordering of the factors and bounds on the error ratio

```lean
/-- For `x > 0` the inelastic factor is `x / (2 (cosh x - 1))` and the quantum static factor
is `sinh x / (2 (cosh x - 1))`. -/
theorem factors_hyperbolic {x : ℝ} (hx : 0 < x) :
    inelastic x = x / (2 * (Real.cosh x - 1)) ∧
      quantumStatic x = Real.sinh x / (2 * (Real.cosh x - 1)) := by
  have hE : 1 < Real.exp x := Real.one_lt_exp_iff.2 hx
  unfold inelastic quantumStatic bose
  rw [Real.cosh_eq, Real.sinh_eq, Real.exp_neg]
  generalize Real.exp x = E at *
  have h0 : E ≠ 0 := by linarith
  have h1 : E - 1 ≠ 0 := by linarith
  have hx0 : x ≠ 0 := hx.ne'
  have hc : 2 * ((E + E⁻¹) / 2 - 1) = (E - 1) ^ 2 / E := by
    field_simp
    ring
  have hs : (E - E⁻¹) / 2 = (E - 1) * (E + 1) / (2 * E) := by
    field_simp
    ring
  rw [hc, hs]
  constructor
  · field_simp
    ring
  · field_simp
    ring
```

The factors take the common form

$$I=\frac{x}{2(\cosh x-1)},\qquad Q=\frac{\sinh x}{2(\cosh x-1)}.$$

Write $E=e^x$. Then $n=1/(E-1)$ and $n+1=E/(E-1)$, so

$$I=\frac{xE}{(E-1)^2},\qquad Q=\frac{E+1}{2(E-1)}.$$

The identities $2(\cosh x-1)=(E-1)^2/E$ and $\sinh x=(E-1)(E+1)/(2E)$ finish the calculation. They are `hc` and `hs` in the code, where `generalize` introduces the letter $E$ and `field_simp` clears denominators.

```lean
/-- For `x > 0` the classical static factor lies strictly between the inelastic factor and
the quantum static factor. -/
theorem inelastic_lt_classical_lt_quantum {x : ℝ} (hx : 0 < x) :
    inelastic x < classicalStatic x ∧ classicalStatic x < quantumStatic x := by
  obtain ⟨hI, hQ⟩ := factors_hyperbolic hx
  have hD : 0 < Real.cosh x - 1 := sub_pos.2 (Real.one_lt_cosh.2 hx.ne')
  have hD0 := hD.ne'
  have hx0 := hx.ne'
  rw [hI, hQ, classicalStatic]
  constructor
  · have e : 1 / x - x / (2 * (Real.cosh x - 1)) =
        (2 * (Real.cosh x - 1) - x ^ 2) / (2 * x * (Real.cosh x - 1)) := by
      field_simp
    have hn : 0 < 2 * (Real.cosh x - 1) - x ^ 2 := by
      have h4 : 0 < x ^ 4 := by positivity
      linarith [(taylor_bounds hx).1]
    exact sub_pos.1 (e ▸ div_pos hn (by positivity))
  · have e : Real.sinh x / (2 * (Real.cosh x - 1)) - 1 / x =
        (x * Real.sinh x - 2 * (Real.cosh x - 1)) / (2 * x * (Real.cosh x - 1)) := by
      field_simp
    have hn : 0 < x * Real.sinh x - 2 * (Real.cosh x - 1) := by
      linarith [(sinh_cosh_bounds hx).1]
    exact sub_pos.1 (e ▸ div_pos hn (by positivity))
```

This is $I<C<Q$ for every $x>0$. Subtracting the fractions gives

$$C-I=\frac{2(\cosh x-1)-x^2}{2x(\cosh x-1)},\qquad
Q-C=\frac{x\sinh x-2(\cosh x-1)}{2x(\cosh x-1)}.$$

The denominators are positive. The first numerator exceeds $x^4/12$ by the Taylor bound, and the second is $a_2>0$. In each half of the proof, `e` is the identity for the fraction and `hn` the sign of its numerator.

```lean
/-- For `x > 0` the error of the quantum static factor is more than twice, and less than
`2 cosh x` times, the error of the classical static factor. -/
theorem errorRatio_bounds {x : ℝ} (hx : 0 < x) :
    2 < errorRatio x ∧ errorRatio x < 2 * Real.cosh x := by
  have hCI := sub_pos.2 (inelastic_lt_classical_lt_quantum hx).1
  obtain ⟨hI, hQ⟩ := factors_hyperbolic hx
  have hD : 0 < Real.cosh x - 1 := sub_pos.2 (Real.one_lt_cosh.2 hx.ne')
  have hD0 := hD.ne'
  have hx0 := hx.ne'
  unfold errorRatio
  rw [lt_div_iff₀ hCI, div_lt_iff₀ hCI, hI, hQ, classicalStatic]
  constructor
  · have e : (Real.sinh x / (2 * (Real.cosh x - 1)) - x / (2 * (Real.cosh x - 1))) -
        2 * (1 / x - x / (2 * (Real.cosh x - 1))) =
        (x * Real.sinh x + x ^ 2 - 4 * Real.cosh x + 4) / (2 * x * (Real.cosh x - 1)) := by
      field_simp
      ring
    exact sub_pos.1 (e ▸ div_pos (sinh_cosh_bounds hx).2 (by positivity))
  · have e : 2 * Real.cosh x * (1 / x - x / (2 * (Real.cosh x - 1))) -
        (Real.sinh x / (2 * (Real.cosh x - 1)) - x / (2 * (Real.cosh x - 1))) =
        (2 * Real.cosh x * (2 * (Real.cosh x - 1) - x ^ 2) - x * (Real.sinh x - x)) /
          (2 * x * (Real.cosh x - 1)) := by
      field_simp
    -- both Taylor bounds meet at x⁴ cosh x / 6
    have hn : 0 < 2 * Real.cosh x * (2 * (Real.cosh x - 1) - x ^ 2) -
        x * (Real.sinh x - x) := by
      have h1 := mul_pos (Real.cosh_pos x) (taylor_bounds hx).1
      have h2 := mul_pos hx (taylor_bounds hx).2
      linarith
    exact sub_pos.1 (e ▸ div_pos hn (by positivity))
```

This is the main result: $2<R<2\cosh x$ for every $x>0$. The upper bound is useful at small $x$ and very loose at large $x$, where $Q\to\tfrac12$, $I$ is exponentially small and $R$ grows only like $x/2$. Since $C-I>0$, both inequalities can be multiplied by it. The lower bound follows from

$$(Q-I)-2(C-I)=\frac{x\sinh x+x^2-4\cosh x+4}{2x(\cosh x-1)}>0,$$

whose numerator is $a_4$. For the upper bound,

$$2\cosh x\,(C-I)-(Q-I)=\frac{2\cosh x\,[2(\cosh x-1)-x^2]-x(\sinh x-x)}{2x(\cosh x-1)}.$$

The first term of the numerator is greater than $x^4\cosh x/6$ and the subtracted term is less than the same quantity, so the difference is positive. In the code, `lt_div_iff₀` and `div_lt_iff₀` do the multiplication by $C-I$, and `linarith` combines the two Taylor bounds.

## The high-temperature limit

```lean
/-- The error ratio of the quantum and classical static factors tends to two as `x`
tends to zero from above. -/
theorem errorRatio_tendsto_two : Tendsto errorRatio (𝓝[>] 0) (𝓝 2) := by
  have h : Tendsto (fun x : ℝ => 2 * Real.cosh x) (𝓝 0) (𝓝 (2 * Real.cosh 0)) :=
    (continuous_const.mul Real.continuous_cosh).tendsto 0
  rw [Real.cosh_zero, mul_one] at h
  apply tendsto_of_tendsto_of_tendsto_of_le_of_le' tendsto_const_nhds
    (h.mono_left nhdsWithin_le_nhds)
  · filter_upwards [self_mem_nhdsWithin] with x hx
    exact (errorRatio_bounds hx).1.le
  · filter_upwards [self_mem_nhdsWithin] with x hx
    exact (errorRatio_bounds hx).2.le
```

`Tendsto errorRatio (𝓝[>] 0) (𝓝 2)` reads: $R\to2$ as $x\to0$ through positive values. Since $2\cosh x\to2$, the bounds squeeze $R$ to 2.

The expansions at small $x$ show where the number comes from:

$$I=\frac1x-\frac{x}{12}+\dots,\qquad C=\frac1x,\qquad Q=\frac1x+\frac{x}{12}+\dots$$

The inelastic factor lies below the classical one by $x/12$, while the quantum static factor lies above it by the same amount, to leading order. The zero-point term $\tfrac12$ in $Q$ cancels the $-\tfrac12$ in $n=\frac1x-\frac12+\frac{x}{12}+\dots$, and $x/12$ is what remains. The errors are therefore $x/12$ and $x/6$ at leading order.

```lean
/-- For a mode of fixed frequency `w > 0`, the error ratio tends to two as the temperature
tends to infinity. -/
theorem errorRatio_high_temperature {w : ℝ} (hw : 0 < w) :
    Tendsto (fun T : ℝ => errorRatio (w / T)) atTop (𝓝 2) := by
  apply errorRatio_tendsto_two.comp
  refine tendsto_nhdsWithin_iff.2 ⟨tendsto_const_nhds.div_atTop tendsto_id, ?_⟩
  filter_upwards [eventually_gt_atTop 0] with T hT
  exact div_pos hw hT
```

The same limit in terms of temperature: for fixed $w>0$, $R(w/T)\to2$ as $T\to\infty$, written `atTop`. The proof checks that $w/T$ tends to zero and is positive once $T>0$.

## Many modes

```lean
/-- For finitely many modes with reduced frequencies `x j > 0` and couplings `c j ≥ 0`, the
summed error of the quantum static factors is at least twice that of the classical ones. -/
theorem many_mode_error {ι : Type*} (s : Finset ι) (c x : ι → ℝ)
    (hc : ∀ j ∈ s, 0 ≤ c j) (hx : ∀ j ∈ s, 0 < x j) :
    2 * ∑ j ∈ s, c j * (classicalStatic (x j) - inelastic (x j)) ≤
      ∑ j ∈ s, c j * (quantumStatic (x j) - inelastic (x j)) := by
  rw [Finset.mul_sum]
  apply Finset.sum_le_sum
  intro j hj
  have hCI := sub_pos.2 (inelastic_lt_classical_lt_quantum (hx j hj)).1
  have h : 2 * (classicalStatic (x j) - inelastic (x j)) <
      quantumStatic (x j) - inelastic (x j) :=
    (lt_div_iff₀ hCI).1 (errorRatio_bounds (hx j hj)).1
  linarith [mul_le_mul_of_nonneg_left h.le (hc j hj)]

end

end StaticPhononScattering
```

Here `s` is a finite set of modes $j$ with reduced frequencies $x_j>0$ and couplings $c_j\ge0$. The theorem states

$$2\sum_{j\in s}c_j\,(C_j-I_j)\le\sum_{j\in s}c_j\,(Q_j-I_j).$$

For each mode, $2(C_j-I_j)<Q_j-I_j$. Multiplying by $c_j$ and adding gives the result. The inequality is not strict because all couplings may vanish, or the set may be empty.

The coupling $c_j$ stands for the squared matrix element together with its velocity weights, and it is assumed to be the same in all three treatments. The resistivity is taken to be proportional to the sum of $c_j$ times the scattering factor, as in the lowest-order variational solution of the Boltzmann equation. For supercell resistivity calculations described by this harmonic model with finitely many modes, putting the quantum amplitude into frozen displacements at least doubles the total static error.

```lean
#print axioms StaticPhononScattering.errorRatio_high_temperature
#print axioms StaticPhononScattering.many_mode_error
```

```
'StaticPhononScattering.errorRatio_high_temperature' depends on axioms: [propext, Classical.choice, Quot.sound]
'StaticPhononScattering.many_mode_error' depends on axioms: [propext, Classical.choice, Quot.sound]
```
